# For a nonzero gap, the BCS pair energy of normalised real amplitudes is at least ξ − E, with equality exactly when u² − v² = ξ/E and 2uv = Δ/E

The mean-field pair energy 2ξv² − 2Δuv of one BCS mode, with u² + v² = 1 and Δ > 0, never falls below ξ − E, where E = √(ξ² + Δ²). It reaches that value only when u² − v² = ξ/E and 2uv = Δ/E. Here ξ is the single-particle energy measured from the chemical potential, Δ is the gap, and u and v are the amplitudes for the pair state being empty and occupied. I usually get this by setting a derivative to zero, which leaves the global minimum and the equality case to a separate argument. Can it be made rigorous, and checked by machine?

## The excess energy as a sum of squares

Yes, and no derivative is needed. Write F for the pair energy and set

c = u² − v², s = 2uv.

Normalisation gives c² + s² = (u² + v²)² = 1. It also gives 2v² − 1 = v² − u² = −c, so

F − ξ = ξ(2v² − 1) − 2Δuv = −(ξc + Δs).

Now expand two squares, using c² + s² = 1 and ξ² + Δ² = E²:

(Ec − ξ)² + (Es − Δ)² = E² − 2E(ξc + Δs) + E² = 2E(F − (ξ − E)).

If Δ ≠ 0, then E > |ξ| ≥ 0, and we may divide by 2E. Hence F ≥ ξ − E, and equality means that both squares vanish, which is c = ξ/E and s = Δ/E.

There is also an upper bound. Since

ξ² + Δ² − (ξc + Δs)² = (ξs − Δc)² ≥ 0,

we have |F − ξ| ≤ E, even when Δ = 0.

For Δ > 0 the lower bound ξ − E is attained. Take

u₀ = √((1 + ξ/E)/2), v₀ = √((1 − ξ/E)/2).

Then u₀² + v₀² = 1, u₀² − v₀² = ξ/E, and (2u₀v₀)² = 1 − ξ²/E² = Δ²/E². Both amplitudes are nonnegative, so 2u₀v₀ = Δ/E. Conversely, the equality conditions and normalisation fix u² = u₀², so u = ±u₀. Because u₀ ≠ 0, the product uv then fixes v with the same sign. The minimisers are (u₀, v₀) and (−u₀, −v₀).

For finitely many modes, add the inequalities. Each term has a nonnegative excess, so the total excess is zero only if every one of them is.

For complex Δ ≠ 0 and complex u and v with |u|² + |v|² = 1, put w = conj(u)·v and c = |u|² − |v|², with E = √(ξ² + |Δ|²). The energy is F = 2ξ|v|² − 2 Re(conj(Δ)·w), and c² + 4|w|² = 1. The same expansion gives

2E(F − (ξ − E)) = (Ec − ξ)² + |2Ew − Δ|².

Equality therefore means c = ξ/E and 2w = Δ/E.

**A case with whole numbers.** Let ξ = 3 and Δ = 4, so E = 5. Then u₀² = 4/5, v₀² = 1/5 and u₀v₀ = 2/5, and the energy is 6/5 − 16/5 = −2 = ξ − E. The empty state u = 1, v = 0 has F = 0, an excess of 2. The identity agrees: 2·5·2 = 20 and (5 − 3)² + (0 − 4)² = 20.

## What the Lean theorems say

`quasiEnergy ξ Δ` is E, `pairEnergy ξ Δ u v` is F, and `uBCS` and `vBCS` are u₀ and v₀. In the real theorems all these quantities are real numbers, and normalisation enters as the hypothesis `h`.

The main theorem, `pairEnergy_min`, assumes `Δ ≠ 0`, so it covers negative gaps as well as positive ones. Its conclusion joins the lower bound to the equivalence for equality. The restriction matters at ξ = Δ = 0, where every normalised pair has F = ξ − E = 0 and the ratios ξ/E and Δ/E lose their meaning.

`pairEnergy_eq_min_iff_bcs` takes `0 < Δ` and identifies the minimisers up to a common sign. In `sum_pairEnergy_min`, the finite set `s` (unrelated to s = 2uv above) holds the mode labels, and each mode has its own ξ, Δ, u and v. `pairEnergyC_min` is the complex version for one mode, with `‖Δ‖` in the quasiparticle energy and `conj u * v` as the pair amplitude.

The gap is an input: it stands for the mean pairing field acting on the mode. The gap equation that would determine it, the constant term of the mean-field energy and the derivation from an interacting Hamiltonian are all absent. For finitely many independent modes with prescribed nonzero real gaps, each described by real normalised amplitudes u and v, the result gives a lower bound on the total pair energy. It also gives the occupations v² = (1 − ξ/E)/2 of any such choice of amplitudes that reaches the bound.

```lean
import Mathlib

open ComplexConjugate

namespace BCSCoherenceFactors

noncomputable section

/-- Quasiparticle energy `E = √(ξ² + Δ²)` for single-particle energy `ξ` and gap `Δ`. -/
def quasiEnergy (ξ Δ : ℝ) : ℝ := Real.sqrt (ξ ^ 2 + Δ ^ 2)

/-- Mean-field pair energy `2 ξ v² - 2 Δ u v` for real amplitudes `u` (empty) and
`v` (occupied). -/
def pairEnergy (ξ Δ u v : ℝ) : ℝ := 2 * ξ * v ^ 2 - 2 * Δ * u * v

/-- The BCS amplitude `u₀ = √((1 + ξ/E)/2)`. -/
def uBCS (ξ Δ : ℝ) : ℝ := Real.sqrt ((1 + ξ / quasiEnergy ξ Δ) / 2)

/-- The BCS amplitude `v₀ = √((1 - ξ/E)/2)`. -/
def vBCS (ξ Δ : ℝ) : ℝ := Real.sqrt ((1 - ξ / quasiEnergy ξ Δ) / 2)

/-- Pair energy `2 ξ |v|² - 2 Re (Δ* u* v)` for a complex gap and complex amplitudes. -/
def pairEnergyC (ξ : ℝ) (Δ u v : ℂ) : ℝ :=
  2 * ξ * ‖v‖ ^ 2 - 2 * (conj Δ * (conj u * v)).re

/-- The quasiparticle energy satisfies `E² = ξ² + Δ²`. -/
theorem quasiEnergy_sq (ξ Δ : ℝ) : quasiEnergy ξ Δ ^ 2 = ξ ^ 2 + Δ ^ 2 := by
  unfold quasiEnergy
  exact Real.sq_sqrt (by positivity)

/-- For a nonzero gap the quasiparticle energy exceeds `|ξ|`. -/
theorem abs_lt_quasiEnergy (ξ : ℝ) {Δ : ℝ} (hΔ : Δ ≠ 0) : |ξ| < quasiEnergy ξ Δ := by
  have hpos : 0 < Δ ^ 2 := lt_of_le_of_ne (sq_nonneg Δ) (pow_ne_zero 2 hΔ).symm
  have h0 : 0 ≤ quasiEnergy ξ Δ := Real.sqrt_nonneg _
  refine abs_lt_of_sq_lt_sq ?_ h0
  rw [quasiEnergy_sq]
  linarith

/-- For normalised real amplitudes the pair energy differs from `ξ` by at most `E`. -/
theorem abs_pairEnergy_sub_le (ξ Δ : ℝ) {u v : ℝ} (h : u ^ 2 + v ^ 2 = 1) :
    |pairEnergy ξ Δ u v - ξ| ≤ quasiEnergy ξ Δ := by
  -- the energy minus ξ is minus the projection of (ξ, Δ) on the unit vector (u² - v², 2uv)
  have hF : pairEnergy ξ Δ u v - ξ = -(ξ * (u ^ 2 - v ^ 2) + Δ * (2 * u * v)) := by
    unfold pairEnergy
    linear_combination ξ * h
  have key : ξ ^ 2 + Δ ^ 2 - (ξ * (u ^ 2 - v ^ 2) + Δ * (2 * u * v)) ^ 2
      = (ξ * (2 * u * v) - Δ * (u ^ 2 - v ^ 2)) ^ 2 := by
    linear_combination (-(ξ ^ 2 + Δ ^ 2) * (u ^ 2 + v ^ 2 + 1)) * h
  rw [hF, abs_neg]
  unfold quasiEnergy
  apply Real.abs_le_sqrt
  linarith [key, sq_nonneg (ξ * (2 * u * v) - Δ * (u ^ 2 - v ^ 2))]

/-- For normalised real amplitudes, `2E` times the excess of the pair energy over `ξ - E`
equals `(E (u² - v²) - ξ)² + (E · 2uv - Δ)²`. -/
theorem excess_eq_sum_sq (ξ Δ : ℝ) {u v : ℝ} (h : u ^ 2 + v ^ 2 = 1) :
    2 * quasiEnergy ξ Δ * (pairEnergy ξ Δ u v - (ξ - quasiEnergy ξ Δ))
      = (quasiEnergy ξ Δ * (u ^ 2 - v ^ 2) - ξ) ^ 2
        + (quasiEnergy ξ Δ * (2 * u * v) - Δ) ^ 2 := by
  have hE := quasiEnergy_sq ξ Δ
  unfold pairEnergy
  linear_combination hE + (2 * quasiEnergy ξ Δ * ξ
    - quasiEnergy ξ Δ ^ 2 * (u ^ 2 + v ^ 2 + 1)) * h

/-- For a nonzero gap and normalised real amplitudes the pair energy is at least `ξ - E`,
with equality exactly when `u² - v² = ξ/E` and `2uv = Δ/E`. -/
theorem pairEnergy_min (ξ : ℝ) {Δ u v : ℝ} (hΔ : Δ ≠ 0) (h : u ^ 2 + v ^ 2 = 1) :
    ξ - quasiEnergy ξ Δ ≤ pairEnergy ξ Δ u v ∧
      (pairEnergy ξ Δ u v = ξ - quasiEnergy ξ Δ ↔
        u ^ 2 - v ^ 2 = ξ / quasiEnergy ξ Δ ∧ 2 * u * v = Δ / quasiEnergy ξ Δ) := by
  have hE : 0 < quasiEnergy ξ Δ := lt_of_le_of_lt (abs_nonneg _) (abs_lt_quasiEnergy ξ hΔ)
  have hid := excess_eq_sum_sq ξ Δ h
  refine ⟨?_, ?_, ?_⟩
  · have hb := (abs_le.mp (abs_pairEnergy_sub_le ξ Δ h)).1
    linarith
  · -- zero excess forces both squares to vanish
    intro heq
    have h0 : (quasiEnergy ξ Δ * (u ^ 2 - v ^ 2) - ξ) ^ 2
        + (quasiEnergy ξ Δ * (2 * u * v) - Δ) ^ 2 = 0 := by
      rw [← hid, heq]
      ring
    have pA := sq_nonneg (quasiEnergy ξ Δ * (u ^ 2 - v ^ 2) - ξ)
    have pB := sq_nonneg (quasiEnergy ξ Δ * (2 * u * v) - Δ)
    have hA : (quasiEnergy ξ Δ * (u ^ 2 - v ^ 2) - ξ) ^ 2 = 0 := by linarith
    have hB : (quasiEnergy ξ Δ * (2 * u * v) - Δ) ^ 2 = 0 := by linarith
    have hA' := (pow_eq_zero_iff two_ne_zero).mp hA
    have hB' := (pow_eq_zero_iff two_ne_zero).mp hB
    constructor
    · rw [eq_div_iff hE.ne']
      linarith
    · rw [eq_div_iff hE.ne']
      linarith
  · rintro ⟨h1, h2⟩
    rw [eq_div_iff hE.ne'] at h1 h2
    have hA : quasiEnergy ξ Δ * (u ^ 2 - v ^ 2) - ξ = 0 := by linarith
    have hB : quasiEnergy ξ Δ * (2 * u * v) - Δ = 0 := by linarith
    have h0 : 2 * quasiEnergy ξ Δ * (pairEnergy ξ Δ u v - (ξ - quasiEnergy ξ Δ)) = 0 := by
      rw [hid, hA, hB]
      ring
    rcases mul_eq_zero.mp h0 with h3 | h3
    · linarith
    · linarith

/-- For a positive gap the BCS amplitudes are normalised and satisfy
`u₀² - v₀² = ξ/E` and `2 u₀ v₀ = Δ/E`. -/
theorem bcs_amplitudes (ξ : ℝ) {Δ : ℝ} (hΔ : 0 < Δ) :
    uBCS ξ Δ ^ 2 + vBCS ξ Δ ^ 2 = 1 ∧
      uBCS ξ Δ ^ 2 - vBCS ξ Δ ^ 2 = ξ / quasiEnergy ξ Δ ∧
      2 * uBCS ξ Δ * vBCS ξ Δ = Δ / quasiEnergy ξ Δ := by
  have hlt := abs_lt_quasiEnergy ξ hΔ.ne'
  have hE : 0 < quasiEnergy ξ Δ := lt_of_le_of_lt (abs_nonneg _) hlt
  obtain ⟨h1, h2⟩ := abs_lt.mp hlt
  -- both radicands are nonnegative since |ξ| < E
  have hlo : -1 ≤ ξ / quasiEnergy ξ Δ := by
    rw [le_div_iff₀ hE]
    linarith
  have hhi : ξ / quasiEnergy ξ Δ ≤ 1 := by
    rw [div_le_iff₀ hE]
    linarith
  have hu : uBCS ξ Δ ^ 2 = (1 + ξ / quasiEnergy ξ Δ) / 2 := by
    unfold uBCS
    exact Real.sq_sqrt (by linarith)
  have hv : vBCS ξ Δ ^ 2 = (1 - ξ / quasiEnergy ξ Δ) / 2 := by
    unfold vBCS
    exact Real.sq_sqrt (by linarith)
  have hu0 : 0 ≤ uBCS ξ Δ := Real.sqrt_nonneg _
  have hv0 : 0 ≤ vBCS ξ Δ := Real.sqrt_nonneg _
  have hone : (ξ / quasiEnergy ξ Δ) ^ 2 + (Δ / quasiEnergy ξ Δ) ^ 2 = 1 := by
    rw [div_pow, div_pow, ← add_div, ← quasiEnergy_sq ξ Δ, div_self (pow_ne_zero 2 hE.ne')]
  have hsq : (2 * uBCS ξ Δ * vBCS ξ Δ) ^ 2 = (Δ / quasiEnergy ξ Δ) ^ 2 := by
    calc (2 * uBCS ξ Δ * vBCS ξ Δ) ^ 2 = 4 * uBCS ξ Δ ^ 2 * vBCS ξ Δ ^ 2 := by ring
      _ = 1 - (ξ / quasiEnergy ξ Δ) ^ 2 := by rw [hu, hv]; ring
      _ = (Δ / quasiEnergy ξ Δ) ^ 2 := by linarith
  refine ⟨by linarith, by linarith, ?_⟩
  exact (sq_eq_sq₀ (mul_nonneg (mul_nonneg (by norm_num) hu0) hv0)
    (div_pos hΔ hE).le).mp hsq

/-- For a positive gap, normalised real amplitudes give pair energy `ξ - E` exactly when
they are the BCS amplitudes up to a common sign. -/
theorem pairEnergy_eq_min_iff_bcs (ξ : ℝ) {Δ u v : ℝ} (hΔ : 0 < Δ)
    (h : u ^ 2 + v ^ 2 = 1) :
    pairEnergy ξ Δ u v = ξ - quasiEnergy ξ Δ ↔
      (u = uBCS ξ Δ ∧ v = vBCS ξ Δ) ∨ (u = -uBCS ξ Δ ∧ v = -vBCS ξ Δ) := by
  obtain ⟨hn, hc, hs⟩ := bcs_amplitudes ξ hΔ
  have hE : 0 < quasiEnergy ξ Δ :=
    lt_of_le_of_lt (abs_nonneg _) (abs_lt_quasiEnergy ξ hΔ.ne')
  have hU : uBCS ξ Δ ≠ 0 := by
    intro h0
    have hp : 0 < Δ / quasiEnergy ξ Δ := div_pos hΔ hE
    rw [← hs, h0] at hp
    simp at hp
  rw [(pairEnergy_min ξ hΔ.ne' h).2]
  constructor
  · rintro ⟨h1, h2⟩
    -- u² is fixed, and the product uv then fixes v
    have hf : (u - uBCS ξ Δ) * (u + uBCS ξ Δ) = 0 := by
      linear_combination (1 / 2) * h - (1 / 2) * hn + (1 / 2) * h1 - (1 / 2) * hc
    rcases mul_eq_zero.mp hf with ha | ha
    · left
      have hu : u = uBCS ξ Δ := by linarith
      have hz : uBCS ξ Δ * (v - vBCS ξ Δ) = 0 := by
        linear_combination (1 / 2) * h2 - (1 / 2) * hs - v * hu
      have hz' := (mul_eq_zero.mp hz).resolve_left hU
      exact ⟨hu, by linarith⟩
    · right
      have hu : u = -uBCS ξ Δ := by linarith
      have hz : uBCS ξ Δ * (v + vBCS ξ Δ) = 0 := by
        linear_combination (-(1 / 2)) * h2 + (1 / 2) * hs + v * hu
      have hz' := (mul_eq_zero.mp hz).resolve_left hU
      exact ⟨hu, by linarith⟩
  · rintro (⟨hu, hv⟩ | ⟨hu, hv⟩)
    · rw [hu, hv]
      exact ⟨hc, hs⟩
    · rw [hu, hv]
      exact ⟨by linear_combination hc, by linear_combination hs⟩

/-- For finitely many modes with nonzero gaps and normalised amplitudes, the total pair energy
is at least `∑ (ξ - E)`, with equality exactly when `u² - v² = ξ/E` and `2uv = Δ/E` hold in
every mode. -/
theorem sum_pairEnergy_min {ι : Type*} (s : Finset ι) (ξ Δ u v : ι → ℝ)
    (hΔ : ∀ k ∈ s, Δ k ≠ 0) (h : ∀ k ∈ s, u k ^ 2 + v k ^ 2 = 1) :
    ∑ k ∈ s, (ξ k - quasiEnergy (ξ k) (Δ k)) ≤ ∑ k ∈ s, pairEnergy (ξ k) (Δ k) (u k) (v k) ∧
      (∑ k ∈ s, pairEnergy (ξ k) (Δ k) (u k) (v k)
          = ∑ k ∈ s, (ξ k - quasiEnergy (ξ k) (Δ k)) ↔
        ∀ k ∈ s, u k ^ 2 - v k ^ 2 = ξ k / quasiEnergy (ξ k) (Δ k) ∧
          2 * u k * v k = Δ k / quasiEnergy (ξ k) (Δ k)) := by
  have hle : ∀ k ∈ s,
      ξ k - quasiEnergy (ξ k) (Δ k) ≤ pairEnergy (ξ k) (Δ k) (u k) (v k) :=
    fun k hk => (pairEnergy_min (ξ k) (hΔ k hk) (h k hk)).1
  refine ⟨Finset.sum_le_sum hle, ?_, ?_⟩
  · -- equality of the sums forces equality mode by mode
    intro hs k hk
    exact (pairEnergy_min (ξ k) (hΔ k hk) (h k hk)).2.mp
      ((Finset.sum_eq_sum_iff_of_le hle).mp hs.symm k hk).symm
  · intro hh
    exact Finset.sum_congr rfl fun k hk =>
      (pairEnergy_min (ξ k) (hΔ k hk) (h k hk)).2.mpr (hh k hk)

/-- For a nonzero complex gap, `E = √(ξ² + |Δ|²)` and normalised complex amplitudes, the pair
energy is at least `ξ - E`, with equality exactly when `|u|² - |v|² = ξ/E` and
`2 u* v = Δ/E`. -/
theorem pairEnergyC_min (ξ : ℝ) {Δ u v : ℂ} (hΔ : Δ ≠ 0) (h : ‖u‖ ^ 2 + ‖v‖ ^ 2 = 1) :
    ξ - quasiEnergy ξ ‖Δ‖ ≤ pairEnergyC ξ Δ u v ∧
      (pairEnergyC ξ Δ u v = ξ - quasiEnergy ξ ‖Δ‖ ↔
        ‖u‖ ^ 2 - ‖v‖ ^ 2 = ξ / quasiEnergy ξ ‖Δ‖ ∧
          2 * (conj u * v) = Δ / ((quasiEnergy ξ ‖Δ‖ : ℝ) : ℂ)) := by
  have hE : 0 < quasiEnergy ξ ‖Δ‖ :=
    lt_of_le_of_lt (abs_nonneg _) (abs_lt_quasiEnergy ξ (norm_ne_zero_iff.mpr hΔ))
  have hE2 := quasiEnergy_sq ξ ‖Δ‖
  generalize quasiEnergy ξ ‖Δ‖ = E at hE hE2 ⊢
  have hEc : (E : ℂ) ≠ 0 := by exact_mod_cast hE.ne'
  have hsq : ∀ z : ℂ, ‖z‖ ^ 2 = z.re ^ 2 + z.im ^ 2 := by
    intro z
    rw [Complex.sq_norm, Complex.normSq_apply]
    ring
  have hD := hsq Δ
  have hw : (conj u * v).re ^ 2 + (conj u * v).im ^ 2 = ‖u‖ ^ 2 * ‖v‖ ^ 2 := by
    rw [hsq u, hsq v]
    simp only [Complex.mul_re, Complex.mul_im, Complex.conj_re, Complex.conj_im]
    ring
  have hF : pairEnergyC ξ Δ u v
      = 2 * ξ * ‖v‖ ^ 2 - 2 * (Δ.re * (conj u * v).re + Δ.im * (conj u * v).im) := by
    simp only [pairEnergyC, Complex.mul_re, Complex.mul_im, Complex.conj_re, Complex.conj_im]
    ring
  -- the complex condition in real and imaginary parts
  have hiff : ∀ w : ℂ, 2 * w = Δ / (E : ℂ) ↔
      (2 * E * w.re - Δ.re = 0 ∧ 2 * E * w.im - Δ.im = 0) := by
    intro w
    have hre : (2 * w * (E : ℂ)).re = 2 * E * w.re := by
      simp only [Complex.mul_re, Complex.mul_im, Complex.ofReal_re, Complex.ofReal_im,
        Complex.re_ofNat, Complex.im_ofNat]
      ring
    have him : (2 * w * (E : ℂ)).im = 2 * E * w.im := by
      simp only [Complex.mul_re, Complex.mul_im, Complex.ofReal_re, Complex.ofReal_im,
        Complex.re_ofNat, Complex.im_ofNat]
      ring
    rw [eq_div_iff hEc, Complex.ext_iff, hre, him, sub_eq_zero, sub_eq_zero]
  -- `2E` times the excess energy is a sum of three squares
  have hid : 2 * E * (pairEnergyC ξ Δ u v - (ξ - E))
      = (E * (‖u‖ ^ 2 - ‖v‖ ^ 2) - ξ) ^ 2 + (2 * E * (conj u * v).re - Δ.re) ^ 2
        + (2 * E * (conj u * v).im - Δ.im) ^ 2 := by
    rw [hF]
    linear_combination hE2 + hD + (2 * E * ξ - E ^ 2 * (‖u‖ ^ 2 + ‖v‖ ^ 2 + 1)) * h
      - 4 * E ^ 2 * hw
  rw [hiff, eq_div_iff hE.ne']
  refine ⟨?_, ?_, ?_⟩
  · have hnn : 0 ≤ 2 * E * (pairEnergyC ξ Δ u v - (ξ - E)) := by
      rw [hid]
      positivity
    have h2E : 0 < 2 * E := by linarith
    have hb := (mul_nonneg_iff_of_pos_left h2E).mp hnn
    linarith
  · intro heq
    have h0 : (E * (‖u‖ ^ 2 - ‖v‖ ^ 2) - ξ) ^ 2 + (2 * E * (conj u * v).re - Δ.re) ^ 2
        + (2 * E * (conj u * v).im - Δ.im) ^ 2 = 0 := by
      rw [← hid, heq]
      ring
    have pA := sq_nonneg (E * (‖u‖ ^ 2 - ‖v‖ ^ 2) - ξ)
    have pB := sq_nonneg (2 * E * (conj u * v).re - Δ.re)
    have pC := sq_nonneg (2 * E * (conj u * v).im - Δ.im)
    have hA : (E * (‖u‖ ^ 2 - ‖v‖ ^ 2) - ξ) ^ 2 = 0 := by linarith
    have hB : (2 * E * (conj u * v).re - Δ.re) ^ 2 = 0 := by linarith
    have hC : (2 * E * (conj u * v).im - Δ.im) ^ 2 = 0 := by linarith
    have hA' := (pow_eq_zero_iff two_ne_zero).mp hA
    exact ⟨by linarith, (pow_eq_zero_iff two_ne_zero).mp hB,
      (pow_eq_zero_iff two_ne_zero).mp hC⟩
  · rintro ⟨h1, hB, hC⟩
    have hA : E * (‖u‖ ^ 2 - ‖v‖ ^ 2) - ξ = 0 := by linarith
    have h0 : 2 * E * (pairEnergyC ξ Δ u v - (ξ - E)) = 0 := by
      rw [hid, hA, hB, hC]
      ring
    rcases mul_eq_zero.mp h0 with h3 | h3
    · linarith
    · linarith

end

end BCSCoherenceFactors
```

```lean
#print axioms BCSCoherenceFactors.pairEnergy_eq_min_iff_bcs
#print axioms BCSCoherenceFactors.sum_pairEnergy_min
#print axioms BCSCoherenceFactors.pairEnergyC_min
```

```
'BCSCoherenceFactors.pairEnergy_eq_min_iff_bcs' depends on axioms: [propext, Classical.choice, Quot.sound]
'BCSCoherenceFactors.sum_pairEnergy_min' depends on axioms: [propext, Classical.choice, Quot.sound]
'BCSCoherenceFactors.pairEnergyC_min' depends on axioms: [propext, Classical.choice, Quot.sound]
```

## How the proof follows the algebra

`quasiEnergy_sq` supplies E² = ξ² + Δ², and `abs_lt_quasiEnergy` supplies |ξ| < E, from which E > 0 follows. `abs_pairEnergy_sub_le` proves the two-sided bound: `hF` rewrites F − ξ as −(ξc + Δs), and `key` is the identity with the remainder (ξs − Δc)².

`excess_eq_sum_sq` is the sum-of-squares identity. Its `linear_combination` step adds suitable multiples of E² = ξ² + Δ² and u² + v² = 1. The factor `u ^ 2 + v ^ 2 + 1` appears because (u² + v²)² − 1 is the product of u² + v² − 1 and u² + v² + 1.

In `pairEnergy_min` the inequality is read off from the two-sided bound, and the equality case uses the squares. If the excess is zero, `linarith` makes each square zero, and `eq_div_iff` turns Ec = ξ and Es = Δ into the stated ratios. Conversely, the ratios make the right-hand side zero, and E > 0 removes the factor 2E.

`bcs_amplitudes` checks that both radicands are nonnegative, then compares the squares of 2u₀v₀ and Δ/E. The next theorem factors u² − u₀² = 0 to obtain the two signs, and cancels u₀ to determine v.

For the sum, `Finset.sum_eq_sum_iff_of_le` turns equality of the totals into equality in each mode. In the complex proof, `hiff` splits 2w = Δ/E into real and imaginary parts, and `hid` writes 2E times the excess as a sum of three real squares.

## The same energy as a matrix expectation value

The real pair energy could also have been modelled as the expectation value of the symmetric matrix with rows (0, −Δ) and (−Δ, 2ξ) in the unit vector (u, v). Its eigenvalues are ξ − E and ξ + E, so the bound becomes a statement about the lowest eigenvalue. Equality would then be an eigenvector equation, which contains no division by E and also makes sense at zero gap. The combinations u² − v² and 2uv could then be computed from the eigenvector in a further step, whereas here they appear directly in the theorem.
